# On the standard maximally entangled vector, a local operator acts as its transpose on the other side

Two parties each hold a quantum system with an $n$-dimensional state space $\mathbb{C}^n$, and $e_i$ denotes the vectors of a fixed orthonormal basis, the same labels being used on both sides. A normalised vector of the pair is called maximally entangled when each party's system, taken alone, is in the completely mixed state. There are many such vectors; the standard one, studied here, is

$$\Omega = \frac{1}{\sqrt n}\sum_i e_i\otimes e_i .$$

A bipartite vector is given by its components $\psi_{ij}$ in the product basis $e_i\otimes e_j$, where the first index belongs to the first party. The inner product is conjugate-linear in its first argument, $\langle\phi,\psi\rangle=\sum_{ij}\overline{\phi_{ij}}\,\psi_{ij}$. For a matrix $A$, the symbols $A^T$, $\bar A$ and $A^\dagger$ stand for the transpose, the entrywise complex conjugate and the conjugate transpose, and $I$ is the identity matrix.

For $n\ge 1$ and arbitrary $n\times n$ complex matrices $A$ and $B$, the main result says that $\Omega$ has norm one and that

$$(A\otimes I)\,\Omega=(I\otimes A^T)\,\Omega,\qquad \langle\Omega,(A\otimes B)\,\Omega\rangle=\frac{\mathrm{Tr}(AB^T)}{n}.$$

The matrices need not be Hermitian or unitary. When they are Hermitian, the second formula gives the correlation between local observables measured on this one pure state of two systems of equal finite dimension.

In Lean, `n` is the set of basis labels, a type that is finite wherever sums are taken, and the dimension is the number of its elements, `Fintype.card n`. The prose uses $n$ for that number.

```lean
import Mathlib

open Matrix
open scoped Kronecker

namespace MaximallyEntangledTranspose

noncomputable section

variable {n : Type*}
```

## Bipartite vectors as matrices

The components $\psi_{ij}$ form a square array, so every bipartite vector comes from a coefficient matrix $M$. Write

$$|M\rangle\!\rangle=\sum_{ij}M_{ij}\,e_i\otimes e_j .$$

```lean
/-- The bipartite vector `∑ M i j e_i ⊗ e_j` with coefficient matrix `M`. -/
def ket (M : Matrix n n ℂ) : n × n → ℂ := fun p => M p.1 p.2
```

A bipartite vector is thus a function `n × n → ℂ`, and `ket M` reads off the matrix entry at the pair of labels. For finite `n`, the norm Mathlib attaches to this function type is the largest modulus of a component, not the norm belonging to the inner product. The inner product is therefore written explicitly as `star x ⬝ᵥ y`, which conjugates the first vector and sums the products of components.

The normalising amplitude gets a name of its own, $a=n^{-1/2}$.

```lean
/-- The amplitude `n^(-1/2)`, where `n` is the local dimension. -/
def amp (n : Type*) [Fintype n] : ℂ := ((Real.sqrt (Fintype.card n) : ℝ) : ℂ)⁻¹
```

With it, $\Omega=a\sum_i e_i\otimes e_i$ is defined as the sum of product basis vectors.

```lean
/-- The maximally entangled vector `Ω = n^(-1/2) ∑ e_i ⊗ e_i`. -/
def maxEntangled (n : Type*) [Fintype n] [DecidableEq n] : n × n → ℂ :=
  fun p => amp n * ∑ i, (Pi.single i 1 : n → ℂ) p.1 * (Pi.single i 1 : n → ℂ) p.2
```

Here `Pi.single i 1` is the basis vector $e_i$, and the product of its values at `p.1` and `p.2` is the component of $e_i\otimes e_i$ at the pair `p`. The definition refers to a basis, and so does the transpose: both sides of the main identity use the same one.

For $n\ge1$ the number $\sqrt n$ is positive, hence $a\neq0$.

```lean
/-- The amplitude `n^(-1/2)` is nonzero when the local dimension is at least one. -/
theorem amp_ne_zero [Fintype n] [Nonempty n] : amp n ≠ 0 :=
  inv_ne_zero (Complex.ofReal_ne_zero.mpr
    (Real.sqrt_ne_zero'.mpr (Nat.cast_pos.mpr Fintype.card_pos)))
```

The assumption $n\ge1$ appears as `Nonempty n`. For $n=1$ the vector $\Omega=e_1\otimes e_1$ is a product vector, and the statements remain true; it is entangled only from $n=2$ on.

## Local operators and inner products in matrix form

The matrix of $A\otimes B$ has the entry $A_{ik}B_{jl}$ between the output pair $(i,j)$ and the input pair $(k,l)$. Therefore

$$\big((A\otimes B)|M\rangle\!\rangle\big)_{ij}=\sum_k\sum_l A_{ik}B_{jl}M_{kl}=\sum_l\Big(\sum_k A_{ik}M_{kl}\Big)(B^T)_{lj}=(AMB^T)_{ij}.$$

The first party's operator multiplies the coefficient matrix from the left. The second party's operator multiplies it from the right, and is transposed because its input index $l$ is contracted with the column index of $M$.

```lean
/-- Local operators `A ⊗ B` act on the coefficient matrix by `M ↦ A M Bᵀ`. -/
theorem kronecker_mulVec_ket [Fintype n] (A B M : Matrix n n ℂ) :
    (A ⊗ₖ B) *ᵥ ket M = ket (A * M * Bᵀ) := by
  funext ⟨i, j⟩
  simp only [Matrix.mulVec, dotProduct, ket, Matrix.kroneckerMap_apply,
    Fintype.sum_prod_type, Matrix.mul_apply, Matrix.transpose_apply, Finset.sum_mul]
  rw [Finset.sum_comm]
  refine Finset.sum_congr rfl fun l _ => Finset.sum_congr rfl fun k _ => ?_
  ring
```

The symbol `⊗ₖ` is the Kronecker product and `*ᵥ` applies a matrix to a vector. The `simp only` call writes both sides as double sums, `Finset.sum_comm` exchanges the order of summation, and `ring` compares the summands for fixed $l$ and $k$.

Inner products also become matrix expressions. For coefficient matrices $M$ and $N$,

$$\langle\!\langle M|N\rangle\!\rangle=\sum_i\sum_j\overline{M_{ij}}\,N_{ij}=\sum_j\sum_i(M^\dagger)_{ji}N_{ij}=\mathrm{Tr}(M^\dagger N).$$

```lean
/-- The inner product of two bipartite vectors is the Hilbert-Schmidt inner product
of their coefficient matrices. -/
theorem inner_ket [Fintype n] (M N : Matrix n n ℂ) :
    star (ket M) ⬝ᵥ ket N = (Mᴴ * N).trace := by
  simp only [dotProduct, ket, Pi.star_apply, Fintype.sum_prod_type, Matrix.trace,
    Matrix.diag_apply, Matrix.mul_apply, Matrix.conjTranspose_apply]
  exact Finset.sum_comm
```

Again the two sides differ only in the order of summation. `Mᴴ` is Lean's notation for $M^\dagger$.

Finally, a common factor $a$ can be removed from an equation between vectors: $a|M\rangle\!\rangle=a|N\rangle\!\rangle$ means $aM_{ij}=aN_{ij}$ for all $i,j$, and since $a\neq0$ this gives $M=N$.

```lean
/-- Vectors scaled by `n^(-1/2)` agree exactly when their coefficient matrices agree. -/
theorem amp_smul_ket_inj [Fintype n] (M N : Matrix n n ℂ) :
    amp n • ket M = amp n • ket N ↔ M = N := by
  constructor
  · intro h
    ext i j
    have : Nonempty n := ⟨i⟩
    have h2 : amp n * M i j = amp n * N i j := congrFun h (i, j)
    exact mul_left_cancel₀ amp_ne_zero h2
  · rintro rfl
    rfl
```

This lemma does not assume $n\ge1$. Comparing entries supplies a label $i$, which already shows that the label set is nonempty; with no labels there are no entries to compare.

## The coefficient matrix of $\Omega$

The component of $\Omega$ at $(i,j)$ is

$$\Omega_{ij}=a\sum_k\delta_{ki}\delta_{kj}=a\,\delta_{ij},$$

where $\delta_{ij}$ is one for equal indices and zero otherwise. Hence $\Omega=a\,|I\rangle\!\rangle$.

```lean
variable [Fintype n] [DecidableEq n]

/-- The coefficient matrix of `Ω` is the identity times `n^(-1/2)`. -/
theorem maxEntangled_eq : maxEntangled n = amp n • ket (1 : Matrix n n ℂ) := by
  funext ⟨i, j⟩
  change amp n * _ = amp n * (1 : Matrix n n ℂ) i j
  congr 1
  rcases eq_or_ne i j with rfl | h
  · simp [Pi.single_apply]
  · simp [Pi.single_apply, h]
```

The proof compares components and treats $i=j$ and $i\neq j$ separately.

Setting $M=I$ in the rule for local operators gives

$$(A\otimes B)\,\Omega=a\,|A\,I\,B^T\rangle\!\rangle=a\,|AB^T\rangle\!\rangle .$$

```lean
/-- Applying `A ⊗ B` to `Ω` gives the vector with coefficient matrix `n^(-1/2) A Bᵀ`. -/
theorem kronecker_mulVec_maxEntangled (A B : Matrix n n ℂ) :
    (A ⊗ₖ B) *ᵥ maxEntangled n = amp n • ket (A * Bᵀ) := by
  rw [maxEntangled_eq, Matrix.mulVec_smul, kronecker_mulVec_ket, mul_one]
```

The rewriting steps follow this line: replace $\Omega$ by $a|I\rangle\!\rangle$, move the scalar past the operator, apply the rule, and drop the identity matrix.

## The transpose identity and the correlation formula

For the expectation value, take the inner product of $\Omega=a|I\rangle\!\rangle$ with the vector just found:

$$\langle\Omega,(A\otimes B)\Omega\rangle=\bar a\,a\,\mathrm{Tr}(I^\dagger AB^T)=\frac{\mathrm{Tr}(AB^T)}{n},$$

because $a$ is real and $a^2=1/n$. Choosing $A=B=I$ gives the normalisation,

$$\langle\Omega,\Omega\rangle=\frac{\mathrm{Tr}\,I}{n}=\frac nn=1 .$$

For the transpose identity, compute both sides from the formula for $(A\otimes B)\Omega$:

$$(A\otimes I)\Omega=a\,|A\,I^T\rangle\!\rangle=a\,|A\rangle\!\rangle,\qquad (I\otimes A^T)\Omega=a\,|I\,(A^T)^T\rangle\!\rangle=a\,|A\rangle\!\rangle .$$

```lean
/-- The vector `Ω` is normalised, an operator on the first party acts on it as the transposed
operator on the second, and `⟨Ω, (A ⊗ B) Ω⟩ = Tr(A Bᵀ) / n`. -/
theorem maxEntangled_transpose_trick [Nonempty n] :
    star (maxEntangled n) ⬝ᵥ maxEntangled n = 1 ∧
    (∀ A : Matrix n n ℂ, (A ⊗ₖ (1 : Matrix n n ℂ)) *ᵥ maxEntangled n
      = ((1 : Matrix n n ℂ) ⊗ₖ Aᵀ) *ᵥ maxEntangled n) ∧
    (∀ A B : Matrix n n ℂ, star (maxEntangled n) ⬝ᵥ ((A ⊗ₖ B) *ᵥ maxEntangled n)
      = (A * Bᵀ).trace / (Fintype.card n : ℂ)) := by
  -- the squared amplitude is `1 / n`
  have hamp : star (amp n) * amp n = (Fintype.card n : ℂ)⁻¹ := by
    simp only [amp, star_inv₀, Complex.star_def, Complex.conj_ofReal]
    rw [← mul_inv, ← Complex.ofReal_mul, Real.mul_self_sqrt (Nat.cast_nonneg _),
      Complex.ofReal_natCast]
  have overlap : ∀ A B : Matrix n n ℂ,
      star (maxEntangled n) ⬝ᵥ ((A ⊗ₖ B) *ᵥ maxEntangled n)
        = (A * Bᵀ).trace / (Fintype.card n : ℂ) := by
    intro A B
    rw [kronecker_mulVec_maxEntangled, maxEntangled_eq, star_smul, smul_dotProduct,
      dotProduct_smul, inner_ket, Matrix.conjTranspose_one, one_mul, smul_eq_mul,
      smul_eq_mul, div_eq_inv_mul, ← hamp]
    ring
  refine ⟨?_, ?_, overlap⟩
  · -- normalisation is the case `A = B = 1`
    have h := overlap 1 1
    rwa [Matrix.one_kronecker_one, Matrix.one_mulVec, Matrix.transpose_one, mul_one,
      Matrix.trace_one, div_self (Nat.cast_ne_zero.mpr Fintype.card_ne_zero)] at h
  · intro A
    rw [kronecker_mulVec_maxEntangled, kronecker_mulVec_maxEntangled,
      Matrix.transpose_one, Matrix.transpose_transpose, mul_one, one_mul]
```

The theorem is a conjunction of three statements: normalisation, the transpose identity for every `A`, and the correlation formula for every `A` and `B`. In the proof, `hamp` is the equation $\bar a a=1/n$ and `overlap` is the correlation formula. Normalisation then comes from `overlap 1 1`, where $n\ge1$ is used to divide $n$ by $n$. The last bullet reduces both sides of the transpose identity to $a|A\rangle\!\rangle$.

Two qubits show that the operation is the transpose and not the adjoint. The Pauli matrix $\sigma_y$ is Hermitian, but $\sigma_y^T=-\sigma_y$. Consequently $(\sigma_y\otimes I)\Omega=-(I\otimes\sigma_y)\Omega$, and the correlation is $\langle\Omega,(\sigma_y\otimes\sigma_y)\Omega\rangle=-1$. For the symmetric matrices $\sigma_x$ and $\sigma_z$ the corresponding correlations are $+1$.

## The matching operator is unique

Suppose some operator $B$ on the second side reproduces the effect of $A$ on the first. The two vectors are

$$(A\otimes I)\Omega=a|A\rangle\!\rangle,\qquad (I\otimes B)\Omega=a|B^T\rangle\!\rangle .$$

They agree exactly when $A=B^T$, which is the same as $B=A^T$.

```lean
/-- An operator `B` on the second party has the same effect on `Ω` as `A` on the first
exactly when `B` is the transpose of `A`. -/
theorem local_action_eq_iff (A B : Matrix n n ℂ) :
    (A ⊗ₖ (1 : Matrix n n ℂ)) *ᵥ maxEntangled n
      = ((1 : Matrix n n ℂ) ⊗ₖ B) *ᵥ maxEntangled n ↔ B = Aᵀ := by
  rw [kronecker_mulVec_maxEntangled, kronecker_mulVec_maxEntangled, amp_smul_ket_inj,
    Matrix.transpose_one, mul_one, one_mul]
  constructor
  · rintro rfl
    rw [Matrix.transpose_transpose]
  · rintro rfl
    rw [Matrix.transpose_transpose]
```

The first rewriting step turns the equation between vectors into an equation between matrices, using `amp_smul_ket_inj` to cancel $a$. Each direction then needs only $(A^T)^T=A$.

## Invariance of $\Omega$ under $U\otimes\bar U$

Let the first party apply a matrix $U$ and the second its complex conjugate $\bar U$. Since $\bar U^T=U^\dagger$,

$$(U\otimes\bar U)\,\Omega=a\,|U\bar U^T\rangle\!\rangle=a\,|UU^\dagger\rangle\!\rangle .$$

This equals $\Omega=a|I\rangle\!\rangle$ exactly when $UU^\dagger=I$. For a square matrix of finite size that one equation makes $U$ unitary.

```lean
/-- The operator `U ⊗ Ū`, with `Ū` the entrywise complex conjugate, leaves `Ω` unchanged
exactly when `U` is unitary. -/
theorem conj_invariant_iff_unitary (U : Matrix n n ℂ) :
    (U ⊗ₖ U.map star) *ᵥ maxEntangled n = maxEntangled n
      ↔ U ∈ Matrix.unitaryGroup n ℂ := by
  have hU : (U.map star)ᵀ = star U := rfl
  rw [kronecker_mulVec_maxEntangled, maxEntangled_eq, amp_smul_ket_inj, hU,
    Matrix.mem_unitaryGroup_iff]
```

In the code, `U.map star` is $\bar U$ and `star U` is $U^\dagger$. Membership in `Matrix.unitaryGroup n ℂ` is unfolded to $UU^\dagger=I$ by the final rewriting step. In physical terms, $\Omega$ has the same form in every orthonormal basis of the first system, provided that the second system uses the complex-conjugate basis.

## The transpose identity singles out $\Omega$ up to a factor

Let $\psi=|M\rangle\!\rangle$ be any bipartite vector that satisfies $(A\otimes I)\psi=(I\otimes A^T)\psi$ for every $A$. The rule for local operators turns this condition into

$$AM=MA\quad\text{for every }A .$$

Test it on the matrix unit $A$ whose only nonzero entry is a one in row $i$ and column $j$. The entry of each side at position $(i,k)$ is

$$(AM)_{ik}=M_{jk},\qquad (MA)_{ik}=M_{ii}\,\delta_{jk},$$

so that

$$M_{jk}=M_{ii}\,\delta_{jk}\quad\text{for all }i,j,k .$$

The off-diagonal entries vanish and all diagonal entries are equal. With any fixed label $i$ this reads $M=M_{ii}\,I$, and therefore

$$\psi=M_{ii}\,|I\rangle\!\rangle=\frac{M_{ii}}{a}\,\Omega .$$

Conversely, the identity is linear in the vector, so it passes from $\Omega$ to every multiple $z\Omega$ with $z\in\mathbb{C}$.

```lean
/-- A bipartite vector satisfies the transpose identity for every local operator exactly when
it is a scalar multiple of `Ω`. -/
theorem transpose_identity_iff_multiple (ψ : n × n → ℂ) :
    (∀ A : Matrix n n ℂ, (A ⊗ₖ (1 : Matrix n n ℂ)) *ᵥ ψ = ((1 : Matrix n n ℂ) ⊗ₖ Aᵀ) *ᵥ ψ)
      ↔ ∃ z : ℂ, ψ = z • maxEntangled n := by
  constructor
  · intro h
    obtain ⟨M, rfl⟩ : ∃ M : Matrix n n ℂ, ψ = ket M :=
      ⟨Matrix.of fun i j => ψ (i, j), rfl⟩
    -- testing on matrix units shows that `M` is a scalar matrix
    have key : ∀ i j k, M j k = if k = j then M i i else 0 := by
      intro i j k
      have h2 := congrFun (h (Matrix.of fun a b =>
        (if a = i then 1 else 0) * (if b = j then 1 else 0))) (i, k)
      rw [kronecker_mulVec_ket, kronecker_mulVec_ket, Matrix.transpose_one,
        Matrix.transpose_transpose, mul_one, one_mul] at h2
      by_cases hk : k = j
      · subst hk
        simpa [ket, Matrix.mul_apply] using h2
      · simpa [ket, Matrix.mul_apply, hk] using h2
    rcases isEmpty_or_nonempty n with he | ⟨⟨i⟩⟩
    · exact ⟨0, funext fun p => he.elim p.1⟩
    · have : Nonempty n := ⟨i⟩
      refine ⟨M i i * (amp n)⁻¹, ?_⟩
      rw [maxEntangled_eq, smul_smul, mul_assoc, inv_mul_cancel₀ amp_ne_zero, mul_one]
      funext ⟨j, k⟩
      change M j k = M i i * (1 : Matrix n n ℂ) j k
      rw [key i j k, Matrix.one_apply]
      by_cases hk : k = j
      · simp [hk]
      · simp [hk, Ne.symm hk]
  · rintro ⟨z, rfl⟩ A
    rw [Matrix.mulVec_smul, Matrix.mulVec_smul, (local_action_eq_iff A Aᵀ).2 rfl]

end

end MaximallyEntangledTranspose
```

The forward direction first writes `ψ` as `ket M`. The statement `key` is the displayed formula for $M_{jk}$, obtained by inserting the matrix unit into the hypothesis and reading the component at `(i, k)`. The proof then gives the factor explicitly as `M i i * (amp n)⁻¹`. An empty label set is handled separately, since the only vector is then zero. The reverse direction uses the uniqueness theorem with $B=A^T$.

The factor $z$ is an arbitrary complex number, so the zero vector is included. Among vectors of norm one, the condition leaves only $\Omega$ multiplied by a phase. Other maximally entangled vectors, such as the two-qubit singlet $(e_1\otimes e_2-e_2\otimes e_1)/\sqrt2$, do not satisfy it.

```lean
#print axioms MaximallyEntangledTranspose.maxEntangled_transpose_trick
-- 'MaximallyEntangledTranspose.maxEntangled_transpose_trick' depends on axioms: [propext, Classical.choice, Quot.sound]
#print axioms MaximallyEntangledTranspose.conj_invariant_iff_unitary
-- 'MaximallyEntangledTranspose.conj_invariant_iff_unitary' depends on axioms: [propext, Classical.choice, Quot.sound]
#print axioms MaximallyEntangledTranspose.transpose_identity_iff_multiple
-- 'MaximallyEntangledTranspose.transpose_identity_iff_multiple' depends on axioms: [propext, Classical.choice, Quot.sound]
```
